# A pair energy cut off at √3 nearest-neighbour distances separates ideal hcp from fcc through one shell alone

Cut a pair potential off at 1.5 nearest-neighbour distances, compute the static energies per atom of the ideal fcc and hcp crystals at the same nearest-neighbour distance, and they agree up to rounding. Someone who does not know that this must happen may hunt for a bug, or read a structural preference into the last digits. The question is how far a pair energy must reach before it can tell the two stackings apart, and what the difference then is. The answer bears on the choice of cutoff in simulations with pair potentials, for atoms at rest on ideal sites and a range of at most √3 nearest-neighbour distances.

## Crystals as sequences of letters

Lengths are in units of the nearest-neighbour distance.

```lean
import Mathlib

open Finset

namespace ClosePackedStacking

noncomputable section
```

Both crystals are stacks of triangular layers, spaced by \(\sqrt6/3\). With \(\mathbf e_1=(1,0)\) and \(\mathbf e_2=(\tfrac12,\tfrac{\sqrt3}2)\), the atom \(p=(k,i,j)\) in layer \(k\) has in-plane position \((i+\tfrac c3)\mathbf e_1+(j+\tfrac c3)\mathbf e_2\). Here \(c=0,1,2\) stands for the lateral position A, B or C of the layer. A stacking is a function `s` from layer numbers to letters, which are elements of `ZMod 3`.

```lean
/-- Position of the atom `p = (layer, i, j)` in a stacking `s` of triangular layers with
lattice constant 1 and spacing `√6/3`; the letter `s k` (A, B, C = 0, 1, 2) shifts layer `k`. -/
def site (s : ℤ → ZMod 3) (p : ℤ × ℤ × ℤ) : EuclideanSpace ℝ (Fin 3) :=
  !₂[(p.2.1 : ℝ) + p.2.2 / 2 + ((s p.1).val : ℝ) / 2,
    √3 * ((p.2.2 : ℝ) / 2 + ((s p.1).val : ℝ) / 6),
    √6 / 3 * (p.1 : ℝ)]
```

The pair energy \(f\) takes the squared distance as its argument, so a textbook potential \(\varphi(r)\) is \(f(r^2)\). Apart from its range, \(f\) is arbitrary; it may jump at the cutoff. An atom's energy is half the sum over all other atoms of the infinite crystal, since each pair is shared by two atoms.

```lean
/-- Energy of the atom `p`: half the sum of the pair energy `f` (a function of squared
distance) over all other atoms of the crystal, for `f` of finite range. -/
def siteEnergy (f : ℝ → ℝ) (s : ℤ → ZMod 3) (p : ℤ × ℤ × ℤ) : ℝ :=
  1 / 2 * ∑' q : ℤ × ℤ × ℤ, if q = p then 0 else f (dist (site s p) (site s q) ^ 2)
```

The three crystals are defined by their letter sequences: ABC for fcc,

```lean
/-- The fcc stacking ABCABC. -/
def fcc (k : ℤ) : ZMod 3 := k
```

AB for hcp,

```lean
/-- The hcp stacking ABAB. -/
def hcp (k : ℤ) : ZMod 3 := if k % 2 = 0 then 0 else 1
```

and ABAC for double hcp.

```lean
/-- The double-hcp stacking ABAC. -/
def dhcp (k : ℤ) : ZMod 3 := if k % 2 = 0 then 0 else if k % 4 = 1 then 1 else 2
```

The hypothesis `hf` in the parts below says that \(f(x)=0\) for all \(x\ge3\), which is a cutoff at distance √3. The step from here to a real material is the assumption that its energy is such a pair sum over ideal, motionless sites. Relaxation of the axial ratio, many-body forces and vibrations are all left out.

## (a) Squared distances as integers

An atom sits in a layer of letter \(a\). A second atom is displaced by \(v=(m,x,y)\), that is, by \(m\) layers and in-plane integers \(x,y\), and its layer has letter \(b\). Let \(d=b-a\), taken as an ordinary integer between −2 and 2, and let \(X=3x+d\), \(Y=3y+d\). Show that their distance \(r\) satisfies

\[ 9r^2=N,\qquad N=X^2+XY+Y^2+6m^2 . \]

The in-plane separation is \((X\mathbf e_1+Y\mathbf e_2)/3\). Since \(\mathbf e_1\cdot\mathbf e_2=\tfrac12\), its square is \((X^2+XY+Y^2)/9\). The vertical part contributes \((\sqrt6\,m/3)^2=6m^2/9\).

In Lean, \(N\) is `nineDistSq`.

```lean
/-- Nine times the squared distance between an atom in a layer of letter `a` and the atom
displaced by `v` in a layer of letter `b`. -/
def nineDistSq (a b : ZMod 3) (v : ℤ × ℤ × ℤ) : ℤ :=
  (3 * v.2.1 + ((b.val : ℤ) - a.val)) * (3 * v.2.1 + ((b.val : ℤ) - a.val))
  + (3 * v.2.1 + ((b.val : ℤ) - a.val)) * (3 * v.2.2 + ((b.val : ℤ) - a.val))
  + (3 * v.2.2 + ((b.val : ℤ) - a.val)) * (3 * v.2.2 + ((b.val : ℤ) - a.val))
  + 6 * (v.1 * v.1)
```

For later sums it helps to let the atom itself take part harmlessly, so `shell` gives it the value 27, where \(f(27/9)=f(3)=0\).

```lean
/-- The integer `nineDistSq a b v`, except that the atom itself (`v = 0`) is given the value 27. -/
def shell (a b : ZMod 3) (v : ℤ × ℤ × ℤ) : ℤ := if v = 0 then 27 else nineDistSq a b v
```

The in-plane displacements with \(|x|,|y|\le2\) form `plane`, and adding \(|m|\le2\) gives `box`.

```lean
/-- In-plane displacements with both coordinates between -2 and 2. -/
def plane : Finset (ℤ × ℤ) := Icc (-2) 2 ×ˢ Icc (-2) 2

/-- Displacements by at most two layers and with in-plane part in `plane`. -/
def box : Finset (ℤ × ℤ × ℤ) := ({-2, -1, 0, 1, 2} : Finset ℤ) ×ˢ plane
```

`LayerShells` records how many atoms of one layer lie at each squared distance below 3.

```lean
/-- Seen from an atom of letter `a`, the layer `m` steps away with letter `b` has, within `plane`,
`n₁`, `n₂`, `n₃` atoms at squared distance 1, 2, 8/3 and all others at 3 or more, where the atom
itself (`v = 0` in `shell`) is counted as being at 3. -/
abbrev LayerShells (a b : ZMod 3) (m : ℤ) (n₁ n₂ n₃ : ℕ) : Prop :=
  (∀ v ∈ plane, shell a b (m, v) = 9 ∨ shell a b (m, v) = 18 ∨ shell a b (m, v) = 24 ∨
    27 ≤ shell a b (m, v)) ∧
  (plane.filter fun v => shell a b (m, v) = 9).card = n₁ ∧
  (plane.filter fun v => shell a b (m, v) = 18).card = n₂ ∧
  (plane.filter fun v => shell a b (m, v) = 24).card = n₃
```

The proof expands the distance in Cartesian coordinates, and `linear_combination` supplies \(\sqrt3^2=3\) and \(\sqrt6^2=6\).

```lean
/-- The squared distance between two atoms of a stacking is the integer form over nine. -/
theorem dist_sq_site (s : ℤ → ZMod 3) (p v : ℤ × ℤ × ℤ) :
    dist (site s p) (site s (p + v)) ^ 2
      = ((nineDistSq (s p.1) (s (p.1 + v.1)) v : ℤ) : ℝ) / 9 := by
  have e0 : ∀ p, (site s p).ofLp 0
      = (p.2.1 : ℝ) + p.2.2 / 2 + ((s p.1).val : ℝ) / 2 := fun _ => rfl
  have e1 : ∀ p, (site s p).ofLp 1
      = √3 * ((p.2.2 : ℝ) / 2 + ((s p.1).val : ℝ) / 6) := fun _ => rfl
  have e2 : ∀ p, (site s p).ofLp 2 = √6 / 3 * (p.1 : ℝ) := fun _ => rfl
  have h3 : √3 ^ 2 = (3 : ℝ) := Real.sq_sqrt (by norm_num)
  have h6 : √6 ^ 2 = (6 : ℝ) := Real.sq_sqrt (by norm_num)
  rw [EuclideanSpace.dist_eq, Real.sq_sqrt (by positivity), Fin.sum_univ_three]
  simp only [Real.dist_eq, sq_abs, e0, e1, e2, nineDistSq, Prod.fst_add, Prod.snd_add]
  push_cast
  linear_combination ((v.2.2 : ℝ) / 2
    + (((s (p.1 + v.1)).val : ℝ) - ((s p.1).val : ℝ)) / 6) ^ 2 * h3
    + ((v.1 : ℝ) / 3) ^ 2 * h6
```

## (b) A finite search region

Show that every displacement outside the box \(|m|,|x|,|y|\le2\) satisfies

\[ N\ge27 . \]

Suppose \(N<27\). Completing the square gives

\[ X^2+XY+Y^2=\tfrac34X^2+\left(Y+\tfrac X2\right)^2\ge\tfrac34X^2, \]

so \(X^2<36\) and \(|3x+d|\le5\). With \(|d|\le2\) this means \(|3x|\le7\), hence \(|x|\le2\). The same holds for \(y\) by symmetry. Finally \(6m^2<27\) gives \(|m|\le2\), so the displacement is in the box.

In Lean, `nlinarith` receives these squares as hints, and `omega` does the integer step.

```lean
/-- Atoms displaced by a vector outside `box` are at squared distance 3 or more. -/
theorem nineDistSq_ge (a b : ZMod 3) (v : ℤ × ℤ × ℤ) (hv : v ∉ box) :
    27 ≤ nineDistSq a b v := by
  obtain ⟨m, x, y⟩ := v
  have ha := ZMod.val_lt a
  have hb := ZMod.val_lt b
  by_contra h
  apply hv
  simp only [nineDistSq, not_le] at h
  obtain ⟨d, hd⟩ : ∃ d : ℤ, d = (b.val : ℤ) - a.val := ⟨_, rfl⟩
  rw [← hd] at h
  -- completing the square bounds each coordinate separately
  have hx : (3 * x + d) ^ 2 < 6 ^ 2 := by
    nlinarith [sq_nonneg ((3 * x + d) + 2 * (3 * y + d)), sq_nonneg m]
  have hy : (3 * y + d) ^ 2 < 6 ^ 2 := by
    nlinarith [sq_nonneg (2 * (3 * x + d) + (3 * y + d)), sq_nonneg m]
  have hm : m ^ 2 < 3 ^ 2 := by
    nlinarith [sq_nonneg (2 * (3 * x + d) + (3 * y + d)), sq_nonneg (3 * y + d)]
  have bx := abs_lt_of_sq_lt_sq' hx (by norm_num)
  have hy' := abs_lt_of_sq_lt_sq' hy (by norm_num)
  have hm' := abs_lt_of_sq_lt_sq' hm (by norm_num)
  simp only [box, plane, mem_product, mem_insert, mem_singleton, mem_Icc]
  omega
```

## (c) Neighbours counted layer by layer

Show that an atom of letter \(a\) sees the following numbers of other atoms, with all the rest at squared distance 3 or more:

| Layer | \(r^2=1\) | \(r^2=2\) | \(r^2=8/3\) |
|---|---|---|---|
| own, \(m=0\) | 6 | 0 | 0 |
| \(m=\pm1\), letter \(b\ne a\) | 3 | 3 | 0 |
| \(m=\pm2\), letter \(b=a\) | 0 | 0 | 1 |
| \(m=\pm2\), letter \(b\ne a\) | 0 | 0 | 0 |

Write \(Q=X^2+XY+Y^2\).

- **Own layer.** Here \(N=9(x^2+xy+y^2)\). Apart from the atom itself, the values are 9, taken six times, and then 27 or more.
- **Adjacent layers.** Here \(N=Q+6\). For \(d\equiv1\) modulo 3, both \(X\) and \(Y\) lie in \(\{\dots,-5,-2,1,4,\dots\}\). The pairs \((1,1),(1,-2),(-2,1)\) give \(Q=3\), the pairs \((-2,-2),(4,-2),(-2,4)\) give \(Q=12\), and all others give \(Q\ge21\). So \(N\) is 9 three times, 18 three times, and otherwise at least 27. For \(d\equiv2\), reverse both signs.
- **Second-next layers.** Here \(N=Q+24\). Equal letters allow \(Q=0\) once, for the atom straight above or below, and then \(Q\ge9\). Different letters give \(Q\ge3\), so \(N\ge27\).

Lean checks all letters and all displacements in `plane` by evaluation, which suffices because of (b).

```lean
/-- Neighbour counts by layer: an adjacent layer of different letter, the atom's own layer,
and a second-next layer, which has an atom at squared distance 8/3 only if its letter is
the same. -/
theorem layer_shells :
    (∀ a b : ZMod 3, a ≠ b → LayerShells a b 1 3 3 0 ∧ LayerShells a b (-1) 3 3 0) ∧
    (∀ a : ZMod 3, LayerShells a a 0 6 0 0) ∧
    (∀ a b : ZMod 3, LayerShells a b 2 0 0 (if b = a then 1 else 0) ∧
      LayerShells a b (-2) 0 0 (if b = a then 1 else 0)) := by
  decide +kernel
```

## (d) The energy sum over one layer

Let a layer have \(n_1,n_2,n_3\) atoms at squared distances \(1,2,8/3\) and all others at 3 or more. Show that its part of the sum, before the factor ½, is

\[ n_1f(1)+n_2f(2)+n_3f(8/3). \]

Group the atoms by distance; those at 3 or more contribute zero. The proof does this by writing each term as three conditional terms, one for each value of `shell`, and summing them separately.

```lean
/-- For a pair energy vanishing from squared distance 3 on, the sum over one layer within
`plane` is given by its neighbour counts. -/
theorem layer_energy (f : ℝ → ℝ) (hf : ∀ x, 3 ≤ x → f x = 0) {a b : ZMod 3} {m : ℤ}
    {n₁ n₂ n₃ : ℕ} (h : LayerShells a b m n₁ n₂ n₃) :
    ∑ v ∈ plane, f (((shell a b (m, v) : ℤ) : ℝ) / 9)
      = n₁ * f 1 + n₂ * f 2 + n₃ * f (8 / 3) := by
  obtain ⟨h0, h1, h2, h3⟩ := h
  have key : ∀ v ∈ plane, f (((shell a b (m, v) : ℤ) : ℝ) / 9)
      = (if shell a b (m, v) = 9 then f 1 else 0)
        + (if shell a b (m, v) = 18 then f 2 else 0)
        + (if shell a b (m, v) = 24 then f (8 / 3) else 0) := by
    intro v hv
    rcases h0 v hv with e | e | e | e
    · rw [e]; norm_num
    · rw [e]; norm_num
    · rw [e]; norm_num
    · have e' : (27 : ℝ) ≤ ((shell a b (m, v) : ℤ) : ℝ) := by exact_mod_cast e
      rw [hf _ (by linarith), if_neg (by omega), if_neg (by omega), if_neg (by omega)]
      norm_num
  rw [sum_congr rfl key]
  simp only [sum_add_distrib, ← sum_filter, sum_const, nsmul_eq_mul, h1, h2, h3]
```

## (e) Any close-packed stacking

In a close-packed stacking adjacent letters differ, so that each layer rests in the hollows of the next. Let \(\sigma_\pm=1\) if layer \(k\pm2\) has the same letter as layer \(k\), and 0 otherwise. Show that an atom in layer \(k\) has energy

\[ E=6f(1)+3f(2)+\frac{\sigma_++\sigma_-}2\,f(8/3). \]

By (b) only five layers matter. By (c) and (d) they give

\[ E=\tfrac12\bigl[6f(1)+2\bigl(3f(1)+3f(2)\bigr)+(\sigma_++\sigma_-)f(8/3)\bigr], \]

which is the stated energy.

In Lean, `hterm` and `hsum` re-index the infinite sum by displacements and reduce it to `box`. The box is then split into its five layers.

```lean
/-- Energy of an atom in any close-packed stacking (adjacent letters differ), for a pair energy
vanishing from squared distance 3 on: each second-next layer that repeats the atom's own
letter adds `f (8/3) / 2`. -/
theorem stacking_energy (f : ℝ → ℝ) (hf : ∀ x, 3 ≤ x → f x = 0) (s : ℤ → ZMod 3)
    (hs : ∀ k, s (k + 1) ≠ s k) (p : ℤ × ℤ × ℤ) :
    siteEnergy f s p = 6 * f 1 + 3 * f 2
      + ((if s (p.1 + 2) = s p.1 then (1 : ℝ) else 0)
        + (if s (p.1 - 2) = s p.1 then (1 : ℝ) else 0)) / 2 * f (8 / 3) := by
  have hterm : ∀ v : ℤ × ℤ × ℤ,
      (if p + v = p then 0 else f (dist (site s p) (site s (p + v)) ^ 2))
        = f (((shell (s p.1) (s (p.1 + v.1)) v : ℤ) : ℝ) / 9) := by
    intro v
    by_cases h : v = 0
    · rw [if_pos (by simp [h]), shell, if_pos h]
      exact (hf _ (by norm_num)).symm
    · rw [if_neg (fun e => h (by simpa using e)), dist_sq_site, shell, if_neg h]
  -- the infinite sum reduces to the displacements in the box
  have hsum : (∑' q : ℤ × ℤ × ℤ, if q = p then 0 else f (dist (site s p) (site s q) ^ 2))
      = ∑ v ∈ box, f (((shell (s p.1) (s (p.1 + v.1)) v : ℤ) : ℝ) / 9) := by
    refine ((Equiv.addLeft p).tsum_eq _).symm.trans ?_
    refine (tsum_congr hterm).trans (tsum_eq_sum fun v hv => hf _ ?_)
    have h27 : 27 ≤ shell (s p.1) (s (p.1 + v.1)) v := by
      unfold shell
      split_ifs
      · exact le_rfl
      · exact nineDistSq_ge _ _ _ hv
    have h27' : (27 : ℝ) ≤ ((shell (s p.1) (s (p.1 + v.1)) v : ℤ) : ℝ) := by
      exact_mod_cast h27
    linarith
  have hup : s p.1 ≠ s (p.1 + 1) := (hs p.1).symm
  have hdown : s p.1 ≠ s (p.1 + -1) := by
    have h := hs (p.1 + -1)
    rwa [neg_add_cancel_right] at h
  obtain ⟨hadj, hown, hnext⟩ := layer_shells
  -- sum layer by layer
  rw [siteEnergy, hsum, box, sum_product, sum_insert (by decide), sum_insert (by decide),
    sum_insert (by decide), sum_insert (by decide), sum_singleton, sub_eq_add_neg]
  dsimp only
  rw [add_zero p.1, layer_energy f hf (hnext _ _).2, layer_energy f hf (hadj _ _ hdown).2,
    layer_energy f hf (hown _), layer_energy f hf (hadj _ _ hup).1,
    layer_energy f hf (hnext _ _).1]
  push_cast
  ring
```

## (f) The fcc crystal

Show that every fcc atom has energy

\[ E_{\rm fcc}=6f(1)+3f(2). \]

The letter of layer \(k\) is \(k\) modulo 3. Neither 1 nor ±2 is zero modulo 3, so adjacent letters differ and \(\sigma_+=\sigma_-=0\) in (e).

```lean
/-- Energy of any fcc atom, for a pair energy vanishing from squared distance 3 on. -/
theorem fcc_energy (f : ℝ → ℝ) (hf : ∀ x, 3 ≤ x → f x = 0) (p : ℤ × ℤ × ℤ) :
    siteEnergy f fcc p = 6 * f 1 + 3 * f 2 := by
  have h : ∀ x : ZMod 3, x + 1 ≠ x ∧ x + 2 ≠ x ∧ x - 2 ≠ x := by decide
  have hs : ∀ k, fcc (k + 1) ≠ fcc k := by
    intro k
    simp only [fcc]
    push_cast
    exact (h _).1
  have hu : fcc (p.1 + 2) ≠ fcc p.1 := by
    simp only [fcc]
    push_cast
    exact (h _).2.1
  have hd : fcc (p.1 - 2) ≠ fcc p.1 := by
    simp only [fcc]
    push_cast
    exact (h _).2.2
  rw [stacking_energy f hf fcc hs, if_neg hu, if_neg hd]
  ring
```

## (g) The hcp crystal against fcc

Show that for any hcp atom and any fcc atom

\[ E_{\rm hcp}-E_{\rm fcc}=f(8/3). \]

In ABAB every second-next layer repeats the letter, so \(\sigma_+=\sigma_-=1\) in (e); subtract (f). The Lean proof splits on the parity of the layer.

The distance involved is \(\sqrt{8/3}\approx1.633\), the height of the hcp cell. If \(f(8/3)=0\), as with the cutoff at 1.5, the energies are equal. If \(f(8/3)\) is negative, hcp is lower. A range beyond √3 brings in further shells, which can reverse this order.

```lean
/-- For a pair energy vanishing from squared distance 3 on, the energy per atom of ideal hcp
exceeds that of fcc by exactly `f (8/3)`, whichever atoms are compared. -/
theorem hcp_sub_fcc (f : ℝ → ℝ) (hf : ∀ x, 3 ≤ x → f x = 0) (p q : ℤ × ℤ × ℤ) :
    siteEnergy f hcp p - siteEnergy f fcc q = f (8 / 3) := by
  have e0 : ∀ k : ℤ, k % 2 = 0 → hcp k = 0 := fun k h => if_pos h
  have e1 : ∀ k : ℤ, k % 2 = 1 → hcp k = 1 := fun k h => if_neg (by omega)
  have hs : ∀ k, hcp (k + 1) ≠ hcp k := by
    intro k
    rcases Int.emod_two_eq_zero_or_one k with h | h
    · rw [e0 k h, e1 (k + 1) (by omega)]; decide
    · rw [e1 k h, e0 (k + 1) (by omega)]; decide
  -- both second-next layers repeat the letter
  have hrep : hcp (p.1 + 2) = hcp p.1 ∧ hcp (p.1 - 2) = hcp p.1 := by
    rcases Int.emod_two_eq_zero_or_one p.1 with h | h
    · exact ⟨(e0 _ (by omega)).trans (e0 _ h).symm, (e0 _ (by omega)).trans (e0 _ h).symm⟩
    · exact ⟨(e1 _ (by omega)).trans (e1 _ h).symm, (e1 _ (by omega)).trans (e1 _ h).symm⟩
  rw [fcc_energy f hf, stacking_energy f hf hcp hs, if_pos hrep.1, if_pos hrep.2]
  ring
```

## (h) Double hcp

Show that double hcp, averaged over its even and odd layers, satisfies

\[ \overline{E}_{\rm dhcp}-E_{\rm fcc}=\tfrac12f(8/3). \]

Even layers are all A, so there \(\sigma_+=\sigma_-=1\). Odd layers alternate between B and C, so there \(\sigma_+=\sigma_-=0\). The two kinds are equally common, and the mean excess is half of \(f(8/3)\). In Lean, `p` is an atom in an even layer and `q` one in an odd layer, and the letters are found from the layer number modulo 4.

```lean
/-- For a pair energy vanishing from squared distance 3 on, the energy of ideal double hcp, averaged
over an atom `p` in an even layer and an atom `q` in an odd layer, exceeds fcc by `f (8/3) / 2` per
atom. -/
theorem dhcp_sub_fcc (f : ℝ → ℝ) (hf : ∀ x, 3 ≤ x → f x = 0) (p q r : ℤ × ℤ × ℤ)
    (hp : p.1 % 2 = 0) (hq : q.1 % 2 = 1) :
    (siteEnergy f dhcp p + siteEnergy f dhcp q) / 2 - siteEnergy f fcc r
      = f (8 / 3) / 2 := by
  have e0 : ∀ k : ℤ, k % 2 = 0 → dhcp k = 0 := fun k h => if_pos h
  have e1 : ∀ k : ℤ, k % 4 = 1 → dhcp k = 1 := fun k h => by
    rw [dhcp, if_neg (by omega), if_pos h]
  have e3 : ∀ k : ℤ, k % 4 = 3 → dhcp k = 2 := fun k h => by
    rw [dhcp, if_neg (by omega), if_neg (by omega)]
  have hs : ∀ k, dhcp (k + 1) ≠ dhcp k := by
    intro k
    obtain h | h | h | h : k % 4 = 0 ∨ k % 4 = 1 ∨ k % 4 = 2 ∨ k % 4 = 3 := by omega
    · rw [e0 k (by omega), e1 (k + 1) (by omega)]; decide
    · rw [e1 k h, e0 (k + 1) (by omega)]; decide
    · rw [e0 k (by omega), e3 (k + 1) (by omega)]; decide
    · rw [e3 k h, e0 (k + 1) (by omega)]; decide
  have pu : dhcp (p.1 + 2) = dhcp p.1 := (e0 _ (by omega)).trans (e0 _ hp).symm
  have pd : dhcp (p.1 - 2) = dhcp p.1 := (e0 _ (by omega)).trans (e0 _ hp).symm
  -- around an odd layer the letters B and C alternate
  have hodd : dhcp (q.1 + 2) ≠ dhcp q.1 ∧ dhcp (q.1 - 2) ≠ dhcp q.1 := by
    obtain h | h : q.1 % 4 = 1 ∨ q.1 % 4 = 3 := by omega
    · rw [e1 q.1 h, e3 (q.1 + 2) (by omega), e3 (q.1 - 2) (by omega)]; decide
    · rw [e3 q.1 h, e1 (q.1 + 2) (by omega), e1 (q.1 - 2) (by omega)]; decide
  rw [fcc_energy f hf, stacking_energy f hf dhcp hs p, stacking_energy f hf dhcp hs q,
    if_pos pu, if_pos pd, if_neg hodd.1, if_neg hodd.2]
  ring

end

end ClosePackedStacking
```

```lean
#print axioms ClosePackedStacking.hcp_sub_fcc
-- 'ClosePackedStacking.hcp_sub_fcc' depends on axioms: [propext, Classical.choice, Quot.sound]
#print axioms ClosePackedStacking.dhcp_sub_fcc
-- 'ClosePackedStacking.dhcp_sub_fcc' depends on axioms: [propext, Classical.choice, Quot.sound]
```
